# Spin contamination of equal-population Thouless determinants vanishes exactly when their amplitudes agree

Each spin component of an unrestricted determinant is represented here by a matrix of amplitudes relative to a common reference, not by a many-electron wavefunction. The spatial basis is finite and orthonormal, with $n$ occupied and $m$ virtual reference orbitals, indexed in Lean by the finite types `o` and `v`. The spin-up amplitudes $t$ and spin-down amplitudes $s$ are complex $m\times n$ matrices; real ones are a special case.

```lean
import Mathlib

open Matrix
open scoped ComplexOrder

namespace ThoulessSpinContamination

noncomputable section

variable {o v : Type*} [Fintype o] [Fintype v] [DecidableEq o]
```

The occupied orbitals are the columns of $X_t=\begin{pmatrix}1\\t\end{pmatrix}$. This is the form that Thouless's theorem gives to a determinant not orthogonal to the reference. The form is taken as the starting point, so determinants orthogonal to the reference are not covered.

```lean
/-- Thouless orbitals: each occupied reference orbital plus a combination of virtual orbitals
with amplitudes `t`, written as the columns of the block matrix `[1; t]`. -/
def orbitals (t : Matrix v o ℂ) : Matrix (o ⊕ v) o ℂ := fromRows 1 t
```

The columns of $X_t$ are in general not orthonormal, so the density matrix contains the inverse of their overlap $S_t=X_t^\dagger X_t$:
$$P_t=X_tS_t^{-1}X_t^\dagger .$$
Lean writes the adjoint $\dagger$ as `ᴴ`.

```lean
/-- One-particle density matrix of the determinant built from the (not necessarily orthonormal)
Thouless orbitals. -/
def densityMatrix (t : Matrix v o ℂ) : Matrix (o ⊕ v) (o ⊕ v) ℂ :=
  orbitals t * ((orbitals t)ᴴ * orbitals t)⁻¹ * (orbitals t)ᴴ
```

For a normalised determinant with $n$ electrons of each spin, $\langle \hat S^2\rangle=n-\mathrm{tr}(P_tP_s)$. A singlet has the value $0$, so this number is the contamination relative to a singlet. The file takes the right-hand side as its definition, written $\Delta(t,s)$ below, and does not derive it from the spin operators.

```lean
/-- Spin contamination of an unrestricted determinant with equally many spin-up and spin-down
electrons: the number of electrons of one spin minus the trace of the product of the two
density matrices. -/
def spinContamination (t s : Matrix v o ℂ) : ℂ :=
  (Fintype.card o : ℂ) - trace (densityMatrix t * densityMatrix s)
```

## (a) Overlap of two orbital sets

Show that $X_t^\dagger X_s=1+t^\dagger s$.

**Solution.** Multiply the blocks: $(1\;\;t^\dagger)\begin{pmatrix}1\\s\end{pmatrix}=1\cdot 1+t^\dagger s$. The Lean proof is the same block multiplication.

```lean
/-- The overlap matrix between two sets of Thouless orbitals is `1 + tᴴ s`. -/
theorem orbitals_overlap (t s : Matrix v o ℂ) :
    (orbitals t)ᴴ * orbitals s = 1 + tᴴ * s := by
  simp only [orbitals, conjTranspose_fromRows_eq_fromCols_conjTranspose,
    fromCols_mul_fromRows, conjTranspose_one, Matrix.one_mul]
```

## (b) Invertibility of the overlap

Show that $\det(1+t^\dagger t)\neq0$.

**Solution.** For $c\ne0$, $c^\dagger(1+t^\dagger t)c=\|c\|^2+\|tc\|^2>0$. The matrix is positive definite, so its determinant is positive. Lean adds a positive definite and a positive semidefinite matrix, then uses `det_pos`.

```lean
/-- The overlap matrix of a set of Thouless orbitals is invertible. -/
theorem overlap_isUnit (t : Matrix v o ℂ) : IsUnit (1 + tᴴ * t).det := by
  have h : (1 + tᴴ * t).PosDef :=
    Matrix.PosDef.one.add_posSemidef (posSemidef_conjTranspose_mul_self t)
  exact isUnit_iff_ne_zero.mpr h.det_pos.ne'
```

## (c) Action on the occupied orbitals

Show that $P_tX_t=X_t$.

**Solution.** $P_tX_t=X_tS_t^{-1}(X_t^\dagger X_t)=X_tS_t^{-1}S_t=X_t$, where (a) and (b) make $S_t$ invertible.

```lean
private lemma density_mul_orbitals (t : Matrix v o ℂ) :
    densityMatrix t * orbitals t = orbitals t := by
  have h : IsUnit ((orbitals t)ᴴ * orbitals t).det := by
    rw [orbitals_overlap]; exact overlap_isUnit t
  rw [densityMatrix, Matrix.mul_assoc, Matrix.mul_assoc, nonsing_inv_mul _ h, Matrix.mul_one]
```

## (d) The density matrix as a projector

Show that $P_t^\dagger=P_t$, that $P_t^2=P_t$, and that $P_tx=x$ exactly when $x=X_tc$ for some $c$.

**Solution.** Since $S_t$ is Hermitian, so is $S_t^{-1}$, which gives the first claim. By (c), $P_t^2=(P_tX_t)S_t^{-1}X_t^\dagger=P_t$. If $P_tx=x$, take $c=S_t^{-1}X_t^\dagger x$. Conversely, $P_tX_tc=X_tc$ by (c). The four bullets in Lean follow this order.

```lean
/-- The density matrix is the orthogonal projector onto the span of the Thouless orbitals:
it is Hermitian, idempotent, and fixes exactly the combinations of these orbitals. -/
theorem densityMatrix_projector (t : Matrix v o ℂ) :
    (densityMatrix t)ᴴ = densityMatrix t ∧
    densityMatrix t * densityMatrix t = densityMatrix t ∧
    ∀ x, densityMatrix t *ᵥ x = x ↔ ∃ c, orbitals t *ᵥ c = x := by
  refine ⟨?_, ?_, fun x => ⟨fun h => ?_, ?_⟩⟩
  · simp [densityMatrix, conjTranspose_mul, conjTranspose_nonsing_inv, Matrix.mul_assoc]
  · calc densityMatrix t * densityMatrix t
        = densityMatrix t * orbitals t * ((orbitals t)ᴴ * orbitals t)⁻¹ * (orbitals t)ᴴ := by
          simp only [densityMatrix, Matrix.mul_assoc]
      _ = densityMatrix t := by rw [density_mul_orbitals, densityMatrix]
  · refine ⟨(((orbitals t)ᴴ * orbitals t)⁻¹ * (orbitals t)ᴴ) *ᵥ x, ?_⟩
    rw [mulVec_mulVec, ← Matrix.mul_assoc]
    exact h
  · rintro ⟨c, rfl⟩
    rw [mulVec_mulVec, density_mul_orbitals]
```

## (e) Electron count

Show that $\mathrm{tr}\,P_t=n$.

**Solution.** By cyclicity, $\mathrm{tr}(X_tS_t^{-1}X_t^\dagger)=\mathrm{tr}(X_t^\dagger X_tS_t^{-1})=\mathrm{tr}\,1_n=n$. In Lean, $n$ is `Fintype.card o`.

```lean
/-- The trace of the density matrix is the number of occupied orbitals. -/
theorem trace_densityMatrix (t : Matrix v o ℂ) :
    trace (densityMatrix t) = (Fintype.card o : ℂ) := by
  have h : IsUnit ((orbitals t)ᴴ * orbitals t).det := by
    rw [orbitals_overlap]; exact overlap_isUnit t
  rw [densityMatrix, Matrix.trace_mul_comm, ← Matrix.mul_assoc, mul_nonsing_inv _ h, trace_one]
```

## (f) Amplitudes from the density matrix

Show that $P_t=P_s\iff t=s$.

**Solution.** Equal amplitudes clearly give equal density matrices. If $P_t=P_s$, then
$$X_t=P_tX_t=P_sX_t=X_sC,\qquad C=S_s^{-1}X_s^\dagger X_t .$$
The occupied block reads $1=C$ and the virtual block $t=sC$, so $t=s$. Lean extracts these blocks with `toRows₁` and `toRows₂`.

```lean
/-- Two Thouless determinants have the same density matrix exactly when their amplitudes
agree. -/
theorem densityMatrix_eq_iff (t s : Matrix v o ℂ) :
    densityMatrix t = densityMatrix s ↔ t = s := by
  refine ⟨fun h => ?_, fun h => by rw [h]⟩
  -- the orbitals of `t` are combinations of those of `s`
  obtain ⟨C, hC⟩ : ∃ C : Matrix o o ℂ, orbitals s * C = orbitals t := by
    refine ⟨((orbitals s)ᴴ * orbitals s)⁻¹ * (orbitals s)ᴴ * orbitals t, ?_⟩
    rw [← Matrix.mul_assoc, ← Matrix.mul_assoc]
    change densityMatrix s * orbitals t = _
    rw [← h, density_mul_orbitals]
  simp only [orbitals, fromRows_mul, Matrix.one_mul] at hC
  -- the occupied block forces the combination to be trivial
  have h1 : C = 1 := by simpa using congrArg toRows₁ hC
  have h2 : s * C = t := by simpa using congrArg toRows₂ hC
  rw [← h2, h1, Matrix.mul_one]
```

## (g) Contamination as a squared distance

Show that
$$\Delta(t,s)=\tfrac12\mathrm{tr}\big((P_t-P_s)^2\big)\ge0,\qquad \Delta(t,s)=0\iff t=s.$$

**Solution.** Expand, using idempotency, (e) and cyclicity:
$$\mathrm{tr}\big((P_t-P_s)^2\big)=\mathrm{tr}P_t-\mathrm{tr}(P_tP_s)-\mathrm{tr}(P_sP_t)+\mathrm{tr}P_s=2n-2\,\mathrm{tr}(P_tP_s).$$
The difference $A=P_t-P_s$ is Hermitian, so $\mathrm{tr}(A^2)=\mathrm{tr}(A^\dagger A)=\sum_{ij}|A_{ij}|^2\ge0$. It vanishes only for $A=0$, which by (f) means $t=s$.

In Lean, `key` is the expansion and `key2` the rewriting with $A^\dagger A$. The contamination has type `ℂ`, and there `0 ≤ z` says that $z$ is real and nonnegative.

For a single determinant of this form, zero contamination therefore means that both spins occupy the same spatial orbital space, as in a closed-shell restricted determinant. The same expansion by hand applies to any two orthogonal projectors $P,Q$ of equal rank $n$: $n-\mathrm{tr}(PQ)$ vanishes exactly when $P=Q$. That neighbouring statement needs no amplitudes and is not part of the file.

```lean
/-- The spin contamination is half the trace of the squared difference of the two density
matrices; it is real and nonnegative, and vanishes exactly when the spin-up and spin-down
amplitudes agree. -/
theorem spinContamination_main (t s : Matrix v o ℂ) :
    spinContamination t s = trace ((densityMatrix t - densityMatrix s) *
      (densityMatrix t - densityMatrix s)) / 2 ∧
    0 ≤ spinContamination t s ∧
    (spinContamination t s = 0 ↔ t = s) := by
  obtain ⟨ht, it, -⟩ := densityMatrix_projector t
  obtain ⟨hs, is, -⟩ := densityMatrix_projector s
  have key : spinContamination t s = trace ((densityMatrix t - densityMatrix s) *
      (densityMatrix t - densityMatrix s)) / 2 := by
    rw [Matrix.sub_mul, Matrix.mul_sub, Matrix.mul_sub, trace_sub, trace_sub, trace_sub, it, is,
      trace_densityMatrix, trace_densityMatrix,
      Matrix.trace_mul_comm (densityMatrix s) (densityMatrix t), spinContamination]
    ring
  -- the difference is Hermitian, so its square is a Gram matrix
  have hA : (densityMatrix t - densityMatrix s)ᴴ = densityMatrix t - densityMatrix s := by
    rw [conjTranspose_sub, ht, hs]
  have key2 : spinContamination t s = ((1 / 2 : ℝ) : ℂ) *
      trace ((densityMatrix t - densityMatrix s)ᴴ * (densityMatrix t - densityMatrix s)) := by
    rw [hA, key]; push_cast; ring
  refine ⟨key, ?_, ?_⟩
  · rw [key2]
    exact mul_nonneg (Complex.zero_le_real.mpr (by norm_num))
      (posSemidef_conjTranspose_mul_self _).trace_nonneg
  · have h2 : ((1 / 2 : ℝ) : ℂ) ≠ 0 := by norm_num
    rw [key2, mul_eq_zero, or_iff_right h2, trace_conjTranspose_mul_self_eq_zero_iff,
      sub_eq_zero, densityMatrix_eq_iff]
```

## (h) Inverse of the virtual-space metric

Show that $(1+ss^\dagger)^{-1}=1-s(1+s^\dagger s)^{-1}s^\dagger$.

**Solution.** Put $G=1+s^\dagger s$. Since $(1+ss^\dagger)s=sG$,
$$(1+ss^\dagger)(1-sG^{-1}s^\dagger)=1+ss^\dagger-sGG^{-1}s^\dagger=1.$$
Lean checks this product and concludes with `inv_eq_right_inv`.

```lean
private lemma push_through [DecidableEq v] (s : Matrix v o ℂ) :
    (1 + s * sᴴ)⁻¹ = 1 - s * (1 + sᴴ * s)⁻¹ * sᴴ := by
  apply inv_eq_right_inv
  have h : s * ((1 + sᴴ * s) * (1 + sᴴ * s)⁻¹) * sᴴ = s * sᴴ := by
    rw [mul_nonsing_inv _ (overlap_isUnit s), Matrix.mul_one]
  simp only [Matrix.add_mul, Matrix.mul_add, Matrix.one_mul, Matrix.mul_assoc] at h
  simp only [Matrix.add_mul, Matrix.mul_sub, Matrix.one_mul, Matrix.mul_one, Matrix.mul_assoc]
  rw [← h]
  abel
```

## (i) Overlap left after projection

For $t=s+d$, show that
$$1+t^\dagger t-(1+t^\dagger s)G^{-1}(1+s^\dagger t)=d^\dagger(1+ss^\dagger)^{-1}d.$$

**Solution.** Here $1+t^\dagger s=G+d^\dagger s$ and $1+s^\dagger t=G+s^\dagger d$, so the product term is
$$G+s^\dagger d+d^\dagger s+d^\dagger sG^{-1}s^\dagger d.$$
Also $1+t^\dagger t=G+s^\dagger d+d^\dagger s+d^\dagger d$. Subtraction leaves $d^\dagger(1-sG^{-1}s^\dagger)d$, and (h) finishes. Lean's inner `key` is the expansion of the product.

```lean
private lemma residual [DecidableEq v] (s d : Matrix v o ℂ) :
    1 + (s + d)ᴴ * (s + d) - (1 + (s + d)ᴴ * s) * (1 + sᴴ * s)⁻¹ * (1 + sᴴ * (s + d))
      = dᴴ * (1 + s * sᴴ)⁻¹ * d := by
  have key : ∀ G b c : Matrix o o ℂ, IsUnit G.det →
      (G + b) * G⁻¹ * (G + c) = G + c + b + b * G⁻¹ * c := by
    intro G b c h
    have hb : b * G⁻¹ * G = b := by
      rw [Matrix.mul_assoc, nonsing_inv_mul _ h, Matrix.mul_one]
    rw [Matrix.add_mul, mul_nonsing_inv _ h, Matrix.add_mul, Matrix.one_mul, Matrix.mul_add, hb]
    abel
  have e1 : 1 + (s + d)ᴴ * s = (1 + sᴴ * s) + dᴴ * s := by
    rw [conjTranspose_add, Matrix.add_mul, add_assoc]
  have e2 : 1 + sᴴ * (s + d) = (1 + sᴴ * s) + sᴴ * d := by
    rw [Matrix.mul_add, add_assoc]
  rw [e1, e2, key _ _ _ (overlap_isUnit s), push_through]
  simp only [conjTranspose_add, Matrix.add_mul, Matrix.mul_add, Matrix.mul_sub, Matrix.sub_mul,
    Matrix.mul_one, Matrix.mul_assoc]
  abel
```

## (j) Contamination from the amplitudes

Show that
$$\Delta(t,s)=\mathrm{tr}\big[(1+t^\dagger t)^{-1}(t-s)^\dagger(1+ss^\dagger)^{-1}(t-s)\big].$$

**Solution.** Cyclicity and (a) give
$$\mathrm{tr}(P_tP_s)=\mathrm{tr}\big[S_t^{-1}(1+t^\dagger s)G^{-1}(1+s^\dagger t)\big].$$
Write $n=\mathrm{tr}[S_t^{-1}(1+t^\dagger t)]$, subtract, and apply (i) with $d=t-s$. These steps are `h1`, `h2` and `h3`.

```lean
/-- Closed formula for the spin contamination in terms of the amplitudes: the trace of a product of
`t - s`, its adjoint and two inverse metric matrices, one built from `t` and one from `s`. -/
theorem spinContamination_amplitudes [DecidableEq v] (t s : Matrix v o ℂ) :
    spinContamination t s =
      trace ((1 + tᴴ * t)⁻¹ * ((t - s)ᴴ * (1 + s * sᴴ)⁻¹ * (t - s))) := by
  -- cyclicity turns the trace over all orbitals into one over occupied orbitals
  have h1 : trace (densityMatrix t * densityMatrix s) = trace ((1 + tᴴ * t)⁻¹ *
      ((1 + tᴴ * s) * (1 + sᴴ * s)⁻¹ * (1 + sᴴ * t))) := by
    rw [← orbitals_overlap t t, ← orbitals_overlap t s, ← orbitals_overlap s s,
      ← orbitals_overlap s t]
    calc trace (densityMatrix t * densityMatrix s)
        = trace (orbitals t * (((orbitals t)ᴴ * orbitals t)⁻¹ * (orbitals t)ᴴ *
            densityMatrix s)) := by simp only [densityMatrix, Matrix.mul_assoc]
      _ = trace ((((orbitals t)ᴴ * orbitals t)⁻¹ * (orbitals t)ᴴ * densityMatrix s) *
            orbitals t) := Matrix.trace_mul_comm _ _
      _ = _ := by simp only [densityMatrix, Matrix.mul_assoc]
  have h2 : (Fintype.card o : ℂ) = trace ((1 + tᴴ * t)⁻¹ * (1 + tᴴ * t)) := by
    rw [nonsing_inv_mul _ (overlap_isUnit t), trace_one]
  have h3 := residual s (t - s)
  rw [add_sub_cancel] at h3
  rw [spinContamination, h1, h2, ← trace_sub, ← Matrix.mul_sub, h3]
```

## (k) One occupied and one virtual orbital

For $t=\tau$, $s=-\tau$ with $\tau$ real, show that $\Delta=4\tau^2/(1+\tau^2)^2$.

**Solution.** In (j), $t-s=2\tau$ and both inverses equal $1/(1+\tau^2)$, which gives the result. As a check with normalised orbitals $(1,\pm\tau)/\sqrt{1+\tau^2}$, the overlap is $(1-\tau^2)/(1+\tau^2)$, and one minus its square is the same number.

The contamination behaves as $4\tau^2$ for small $\tau$. At $\tau=1$ the two orbitals are orthogonal and it equals $1$, midway between the singlet value $0$ and the triplet value $2$ of $\langle\hat S^2\rangle$.

```lean
/-- One occupied and one virtual orbital, mixed with opposite real amplitudes `τ` and `-τ` for
the two spins: the spin contamination is `4τ²/(1+τ²)²`. -/
theorem spinContamination_two_orbitals (τ : ℝ) :
    spinContamination !![(τ : ℂ)] !![-(τ : ℂ)] = 4 * (τ : ℂ) ^ 2 / (1 + (τ : ℂ) ^ 2) ^ 2 := by
  have hinv : ∀ A : Matrix (Fin 1) (Fin 1) ℂ, A⁻¹ 0 0 = (A 0 0)⁻¹ := by
    intro A
    simp [Matrix.inv_subsingleton]
  have ht : !![(τ : ℂ)] 0 0 = (τ : ℂ) := rfl
  have hs : !![-(τ : ℂ)] 0 0 = -(τ : ℂ) := rfl
  rw [spinContamination_amplitudes]
  simp only [Matrix.trace_fin_one, Matrix.mul_apply, Fin.sum_univ_one, hinv, Matrix.add_apply,
    Matrix.sub_apply, Matrix.one_apply_eq, conjTranspose_apply, ht, hs, Complex.star_def,
    map_sub, map_neg, Complex.conj_ofReal]
  rw [div_eq_mul_inv, ← inv_pow]
  ring

end

end ThoulessSpinContamination
```

```lean
#print axioms ThoulessSpinContamination.spinContamination_main
#print axioms ThoulessSpinContamination.spinContamination_two_orbitals
```

```
'ThoulessSpinContamination.spinContamination_main' depends on axioms: [propext, Classical.choice, Quot.sound]
'ThoulessSpinContamination.spinContamination_two_orbitals' depends on axioms: [propext, Classical.choice, Quot.sound]
```
